# Cancellation of three-body terms in weighted differences of logarithmic repulsion forces on a line

For finitely many particles at distinct real positions xᵢ, let Fₐ = ∑_{k≠a} 1/(xₐ − xₖ) be the force on particle a from pairwise logarithmic repulsion, in units where the coupling is one. The lemma says that, for each fixed i, the sum over j ≠ i of (Fᵢ − Fⱼ)/(xᵢ − xⱼ)² equals 2 ∑_{j≠i} 1/(xᵢ − xⱼ)³, so that no terms in three different particles remain. The proof extends the sums to all indices, which is harmless because Lean sets 1/0 = 0, and splits each summand into a triple product and two terms for the coincidences k = i and k = j. The triple product changes sign when j and k are exchanged, so its double sum vanishes, and the coincidences supply the two sums of inverse cubes.

In Lean, a first try:

```lean
import Mathlib

open Finset

namespace ThreeBodyCancellation

noncomputable section

/-- A double sum over all pairs of an antisymmetric quantity vanishes. -/
theorem sum_antisymm {ι : Type*} [Fintype ι] (t : ι → ι → ℝ)
    (ht : ∀ i j, t j i = -t i j) : ∑ i, ∑ j, t i j = 0 := by
  have h : ∑ i, ∑ j, t i j = -∑ i, ∑ j, t i j := by
    calc ∑ i, ∑ j, t i j = ∑ i, ∑ j, t j i := Finset.sum_comm
      _ = ∑ i, ∑ j, -t i j :=
        Finset.sum_congr rfl fun i _ => Finset.sum_congr rfl fun j _ => ht i j
      _ = -∑ i, ∑ j, t i j := by simp only [Finset.sum_neg_distrib]
  linarith

variable {ι : Type*} [Fintype ι] [DecidableEq ι]

/-- Three-body cancellation at distinct positions: differences of the logarithmic repulsion,
weighted by inverse squared distances, add up to twice the sum of inverse cubes. -/
theorem three_body_cancellation (x : ι → ℝ) (hx : Function.Injective x) (i : ι) :
    ∑ j ∈ univ.erase i, ((∑ k ∈ univ.erase i, 1 / (x i - x k))
        - ∑ k ∈ univ.erase j, 1 / (x j - x k)) / (x i - x j) ^ 2
      = 2 * ∑ j ∈ univ.erase i, 1 / (x i - x j) ^ 3 := by
  have full : ∀ a, ∑ k ∈ univ.erase a, 1 / (x a - x k) = ∑ k, 1 / (x a - x k) :=
    fun a => Finset.sum_erase _ (by simp)
  have anti : ∑ j, ∑ k, 1 / (x i - x j) * (1 / (x i - x k)) * (1 / (x j - x k)) = 0 := by
    refine sum_antisymm
      (fun j k => 1 / (x i - x j) * (1 / (x i - x k)) * (1 / (x j - x k))) fun j k => ?_
    dsimp only
    rw [← neg_sub (x j) (x k), div_neg]
    ring
  -- separate genuine triples from the coincidences k = i and k = j
  have key : ∀ j k, (1 / (x i - x k) - 1 / (x j - x k)) / (x i - x j) ^ 2
      = -(1 / (x i - x j) * (1 / (x i - x k)) * (1 / (x j - x k)))
        + (if k = i then 1 / (x i - x j) ^ 3 else 0)
        + (if k = j then 1 / (x i - x j) ^ 3 else 0) := by
    intro j k
    by_cases hij : j = i
    · simp [hij]
    by_cases hki : k = i
    · rw [hki, if_pos rfl, if_neg (Ne.symm hij), ← neg_sub (x i) (x j), sub_self, div_zero]
      generalize x i - x j = d
      ring
    by_cases hkj : k = j
    · rw [hkj, if_neg hij, if_pos rfl, sub_self, div_zero]
      generalize x i - x j = d
      ring
    have h1 : x i - x j ≠ 0 := sub_ne_zero.2 (hx.ne (Ne.symm hij))
    have h2 : x i - x k ≠ 0 := sub_ne_zero.2 (hx.ne (Ne.symm hki))
    have h3 : x j - x k ≠ 0 := sub_ne_zero.2 (hx.ne (Ne.symm hkj))
    rw [if_neg hki, if_neg hkj]
    field_simp
    ring
  have e1 : ∑ j ∈ univ.erase i, ((∑ k, 1 / (x i - x k)) - ∑ k, 1 / (x j - x k))
      / (x i - x j) ^ 2
      = ∑ j, ∑ k, (1 / (x i - x k) - 1 / (x j - x k)) / (x i - x j) ^ 2 := by
    rw [Finset.sum_erase]
    · refine Finset.sum_congr rfl fun j _ => ?_
      rw [← Finset.sum_sub_distrib, Finset.sum_div]
    · simp
  have e2 : ∑ j ∈ univ.erase i, 1 / (x i - x j) ^ 3 = ∑ j, 1 / (x i - x j) ^ 3 :=
    Finset.sum_erase _ (by simp)
  simp only [full]
  rw [e1, e2]
  simp only [key, Finset.sum_add_distrib, Finset.sum_neg_distrib, Finset.sum_ite_eq',
    Finset.mem_univ, if_true]
  linarith [anti]

end

end ThreeBodyCancellation
```

The compiler's answer:

```
Main.lean:32:4: error: `dsimp` made no progress
```

Cause. The message concerns the step `anti`, where the triple product must be shown to change sign under exchange of j and k. The product is handed to `sum_antisymm` as an explicit function `fun j k => ...`, and `dsimp only` was put there to replace the applications of that function by their values. The error says that it found nothing to simplify: when `refine` produced the goal, the arguments had already been substituted into the product. In Lean, `dsimp` fails when it leaves the goal unchanged, so a superfluous call is an error and not a harmless step.

The diff deletes that line and changes nothing else. The rewrite that follows finds the difference `x k - x j` in the goal as it stands and turns it into `-(x j - x k)`; `div_neg` then takes the minus sign out of the denominator, and `ring` closes the goal. The mathematical argument is unchanged.

Fix (accepted with no message):

```diff
@@ -30,5 +30,4 @@
     refine sum_antisymm
       (fun j k => 1 / (x i - x j) * (1 / (x i - x k)) * (1 / (x j - x k))) fun j k => ?_
-    dsimp only
     rw [← neg_sub (x j) (x k), div_neg]
     ring
```
